# Exponential and Gaussian trial minima of the radial Pekar functional

## Definitions and conventions

Units are ħ = m = e = 1, with m the band mass and Coulomb kernel 1/distance. An orbital is a real function ψ(r) of the radius, `ψ : ℝ → ℝ`, integrated over r > 0 (`Ioi 0`).

In Lean 4 with Mathlib:

```lean
import Mathlib

open MeasureTheory Set Filter Real
open scoped Topology

namespace PekarPolaron

noncomputable section
```

The shell density is the charge per unit radius, and its integral is the squared norm:

n(r) = 4π r² ψ(r)²,  N = ∫₀^∞ n(r) dr

```lean
/-- Shell density `4 π r² ψ(r)²` of a radial orbital. -/
def shellDensity (ψ : ℝ → ℝ) (r : ℝ) : ℝ := 4 * π * r ^ 2 * ψ r ^ 2

/-- Squared norm of a radial orbital. -/
def normSq (ψ : ℝ → ℝ) : ℝ := ∫ r in Ioi (0 : ℝ), shellDensity ψ r
```

For a radial function |∇ψ|² = ψ′², with ψ′ = `deriv ψ`:

T = ½ ∫₀^∞ 4π r² ψ′(r)² dr

```lean
/-- Kinetic energy `(1/2) ∫ |∇ψ|²` of a radial orbital. -/
def kinetic (ψ : ℝ → ℝ) : ℝ := 1 / 2 * ∫ r in Ioi (0 : ℝ), 4 * π * r ^ 2 * deriv ψ r ^ 2
```

Two thin shells of unit charge and radii r, s interact with energy 1/max(r,s). The kernel enters as a definition; its reduction from the three-dimensional Coulomb integral is assumed.

W = ∫₀^∞ ∫₀^∞ n(r) n(s) / max(r,s) ds dr

```lean
/-- Coulomb double integral `∫∫ n(r) n(s) / max(r,s)` of a shell density. -/
def coulomb (n : ℝ → ℝ) : ℝ := ∫ r in Ioi (0 : ℝ), ∫ s in Ioi (0 : ℝ), n r * n s / max r s
```

The effective dielectric constant κ > 0 stands for 1/κ = 1/ε∞ − 1/ε₀, with ε∞ the optical and ε₀ the static dielectric constant; in the code it is a free positive parameter. The Pekar energy is

E = T − W/(2κ)

`pekar` imposes no normalisation; N = 1 is proved for each trial family.

```lean
/-- The radial Pekar functional with effective dielectric constant `κ`. -/
def pekar (κ : ℝ) (ψ : ℝ → ℝ) : ℝ := kinetic ψ - 1 / (2 * κ) * coulomb (shellDensity ψ)
```

The families have inverse lengths a > 0 and x > 0:

ψₐ(r) = √(a³/π) exp(−ar),  φₓ(r) = √(x³/π^(3/2)) exp(−x²r²/2)

```lean
/-- Exponential trial orbital `√(a³/π) exp(-a r)`. -/
def expOrbital (a r : ℝ) : ℝ := √(a ^ 3 / π) * exp (-(a * r))

/-- Gaussian trial orbital `√(x³/π^(3/2)) exp(-x² r²/2)`. -/
def gaussOrbital (x r : ℝ) : ℝ := √(x ^ 3 / (π * √π)) * exp (-(x ^ 2 * r ^ 2 / 2))
```

## Folding the double integral

Split the kernel at the diagonal: it is 1/s for r < s and 1/r for s ≤ r. Exchanging the order of integration in the second region and renaming the variables reproduces the first, so

W = 2 ∫₀^∞ n(r) P(r) dr,  P(r) = ∫ over s > r of n(s)/s ds

where P is the potential of the outer shells. In `coulomb_eq` the two regions are `G` and `H`, and `hsplit` is the split.

The step turns on Fubini's theorem, `integral_integral_swap`, which needs integrability for the product measure on the quadrant. Each region is therefore written as an `indicator` of a product, n(r)·n(s)/s or n(r)/r·n(s). `mul_prod` makes such a product integrable from `hn` and `hm`, and cutting to a measurable set preserves this. `H` contains the diagonal, a single point of each inner integral, which `integral_Ici_eq_integral_Ioi` discards.

```lean
/-- If `n` and `n/r` are integrable, the Coulomb double integral is twice the integral of `n(r)`
times the potential `∫_{s>r} n(s)/s` of the outer shells. -/
theorem coulomb_eq {n : ℝ → ℝ} (hn : IntegrableOn n (Ioi 0))
    (hm : IntegrableOn (fun s => n s / s) (Ioi 0)) :
    coulomb n = 2 * ∫ r in Ioi (0 : ℝ), n r * ∫ s in Ioi r, n s / s := by
  let G : ℝ × ℝ → ℝ := indicator {p | p.1 < p.2} fun p => n p.1 * (n p.2 / p.2)
  let H : ℝ × ℝ → ℝ := indicator {p | p.2 ≤ p.1} fun p => n p.1 / p.1 * n p.2
  have hG : Integrable G ((volume.restrict (Ioi 0)).prod (volume.restrict (Ioi 0))) :=
    (hn.integrable.mul_prod hm.integrable).indicator
      (measurableSet_lt measurable_fst measurable_snd)
  have hH : Integrable H ((volume.restrict (Ioi 0)).prod (volume.restrict (Ioi 0))) :=
    (hm.integrable.mul_prod hn.integrable).indicator
      (measurableSet_le measurable_snd measurable_fst)
  -- split the kernel at the diagonal
  have hsplit : ∀ r s, n r * n s / max r s = G (r, s) + H (r, s) := by
    intro r s
    by_cases h : r < s
    · simp [G, H, h, not_le.mpr h, max_eq_right h.le, mul_div_assoc]
    · have h' : s ≤ r := not_lt.mp h
      simp [G, H, h, h', div_mul_eq_mul_div]
  have h1 : (∫ r in Ioi (0 : ℝ), ∫ s in Ioi (0 : ℝ), G (r, s))
      = ∫ r in Ioi (0 : ℝ), n r * ∫ s in Ioi r, n s / s := by
    refine setIntegral_congr_fun measurableSet_Ioi fun r hr => ?_
    have e : ∀ s, G (r, s) = (Ioi r).indicator (fun s => n r * (n s / s)) s := fun s => by
      by_cases h : r < s <;> simp [G, h]
    simp only [e]
    rw [setIntegral_indicator measurableSet_Ioi,
      inter_eq_right.mpr (Ioi_subset_Ioi (le_of_lt hr)), integral_const_mul]
  have h2 : (∫ s in Ioi (0 : ℝ), ∫ r in Ioi (0 : ℝ), H (r, s))
      = ∫ r in Ioi (0 : ℝ), n r * ∫ s in Ioi r, n s / s := by
    refine setIntegral_congr_fun measurableSet_Ioi fun s hs => ?_
    have e : ∀ r, H (r, s) = (Ici s).indicator (fun r => n s * (n r / r)) r := fun r => by
      by_cases h : s ≤ r <;> simp [H, h, mul_comm]
    simp only [e]
    rw [setIntegral_indicator measurableSet_Ici,
      inter_eq_right.mpr (Ici_subset_Ioi.mpr hs), integral_Ici_eq_integral_Ioi,
      integral_const_mul]
  -- Fubini turns the inner-shell part into the outer-shell part
  have hswap : (∫ r in Ioi (0 : ℝ), ∫ s in Ioi (0 : ℝ), H (r, s))
      = ∫ s in Ioi (0 : ℝ), ∫ r in Ioi (0 : ℝ), H (r, s) :=
    integral_integral_swap (f := fun r s => H (r, s)) hH
  simp only [coulomb, hsplit]
  rw [integral_integral_add hG hH, hswap, h1, h2, two_mul]
```

## Radial moments

For natural k and c, t > 0, substituting u = cr or u = t²r² gives the Gamma function Γ:

∫₀^∞ rᵏ exp(−cr) dr = k!/c^(k+1)

∫₀^∞ rᵏ exp(−t²r²) dr = Γ((k+1)/2) / (2 t^(k+1))

Mathlib assigns the integral 0 to a non-integrable function, so a nonzero value yields integrability by `Integrable.of_integral_ne_zero`.

```lean
/-- The radial moment `r^k exp(-c r)` is integrable with integral `k!/c^(k+1)`. -/
theorem expMoment (k : ℕ) {c : ℝ} (hc : 0 < c) :
    IntegrableOn (fun r : ℝ => r ^ k * exp (-(c * r))) (Ioi 0) ∧
    ∫ r in Ioi (0 : ℝ), r ^ k * exp (-(c * r)) = (k.factorial : ℝ) / c ^ (k + 1) := by
  have h := Real.integral_rpow_mul_exp_neg_mul_Ioi
    (show (0 : ℝ) < (k : ℝ) + 1 by positivity) hc
  have e : (1 / c) ^ ((k : ℝ) + 1) = (1 / c) ^ (k + 1) := by
    rw [← Real.rpow_natCast, Nat.cast_add, Nat.cast_one]
  rw [add_sub_cancel_right, Real.Gamma_nat_eq_factorial, e] at h
  simp only [Real.rpow_natCast] at h
  have hv := h.trans (show _ = (k.factorial : ℝ) / c ^ (k + 1) by ring)
  exact ⟨Integrable.of_integral_ne_zero (by rw [hv]; positivity), hv⟩

/-- The radial moment `r^k exp(-t² r²)` is integrable with integral `Γ((k+1)/2)/(2 t^(k+1))`. -/
theorem gaussMoment (k : ℕ) {t : ℝ} (ht : 0 < t) :
    IntegrableOn (fun r : ℝ => r ^ k * exp (-(t ^ 2 * r ^ 2))) (Ioi 0) ∧
    ∫ r in Ioi (0 : ℝ), r ^ k * exp (-(t ^ 2 * r ^ 2))
      = Gamma (((k : ℝ) + 1) / 2) / (2 * t ^ (k + 1)) := by
  have h := integral_rpow_mul_exp_neg_mul_rpow (p := 2) (q := k) (b := t ^ 2) two_pos
    (by have := Nat.cast_nonneg (α := ℝ) k; linarith) (by positivity)
  have e : (t ^ 2) ^ (-((k : ℝ) + 1) / 2) = (t ^ (k + 1))⁻¹ := by
    rw [← Real.rpow_natCast t 2, ← Real.rpow_mul ht.le, ← Real.rpow_natCast t (k + 1),
      ← Real.rpow_neg ht.le]
    congr 1; push_cast; ring
  rw [e] at h
  simp only [Real.rpow_natCast, Real.rpow_two, neg_mul] at h
  have hv := h.trans (show _ = Gamma (((k : ℝ) + 1) / 2) / (2 * t ^ (k + 1)) by ring)
  refine ⟨Integrable.of_integral_ne_zero ?_, hv⟩
  rw [hv]
  exact (div_pos (Real.Gamma_pos_of_pos (by positivity)) (by positivity)).ne'
```

## Exponential orbital

Here n = 4a³r² exp(−2ar), so N = 4a³·2/(2a)³ = 1. Since ψₐ′ = −aψₐ, the kinetic integrand is a²n (`hk`) and T = a²/2. The function −a(1 + 2as) exp(−2as) has derivative n(s)/s (`hder`) and vanishes at infinity (`hlim`), hence

P(r) = a(1 + 2ar) exp(−2ar)

n P = 4a⁴r² exp(−4ar) + 8a⁵r³ exp(−4ar)

W = 2[4a⁴·2/(4a)³ + 8a⁵·6/(4a)⁴] = 2[a/8 + 3a/16] = 5a/8

```lean
/-- The exponential orbital is normalised, with kinetic energy `a²/2` and Coulomb integral
`5a/8`. -/
theorem exp_values {a : ℝ} (ha : 0 < a) : normSq (expOrbital a) = 1 ∧
    kinetic (expOrbital a) = a ^ 2 / 2 ∧ coulomb (shellDensity (expOrbital a)) = 5 * a / 8 := by
  have hpi := pi_pos.ne'
  have h2 : 0 < 2 * a := by positivity
  have h4 : 0 < 4 * a := by positivity
  have e2 : ∀ x y : ℝ, y = 2 * x → exp (-y) = exp (-x) ^ 2 := fun x y h => by
    rw [h, sq, ← exp_add]; congr 1; ring
  have f2 : ((Nat.factorial 2 : ℕ) : ℝ) = 2 := by norm_num [Nat.factorial]
  have f3 : ((Nat.factorial 3 : ℕ) : ℝ) = 6 := by norm_num [Nat.factorial]
  have hn : ∀ r, shellDensity (expOrbital a) r = 4 * a ^ 3 * (r ^ 2 * exp (-(2 * a * r))) := by
    intro r
    simp only [shellDensity, expOrbital]
    rw [mul_pow, Real.sq_sqrt (show 0 ≤ a ^ 3 / π by positivity),
      e2 (a * r) (2 * a * r) (by ring)]
    field_simp
  have hm : ∀ s, shellDensity (expOrbital a) s / s
      = 4 * a ^ 3 * (s ^ 1 * exp (-(2 * a * s))) := by
    intro s
    rw [hn]
    rcases eq_or_ne s 0 with rfl | hs
    · simp
    · field_simp
  have hN : ∫ r in Ioi (0 : ℝ), shellDensity (expOrbital a) r = 1 := by
    simp only [hn]
    rw [integral_const_mul, (expMoment 2 h2).2, f2]
    field_simp
    ring
  have hk : ∀ r, 4 * π * r ^ 2 * deriv (expOrbital a) r ^ 2
      = a ^ 2 * shellDensity (expOrbital a) r := by
    intro r
    have h : HasDerivAt (expOrbital a) _ r :=
      ((hasDerivAt_id' r).const_mul a).fun_neg.exp.const_mul (√(a ^ 3 / π))
    rw [h.deriv]; simp only [shellDensity, expOrbital]; ring
  have hni : IntegrableOn (shellDensity (expOrbital a)) (Ioi 0) :=
    (Integrable.const_mul (expMoment 2 h2).1 (4 * a ^ 3)).congr
      (ae_of_all _ fun r => (hn r).symm)
  have hmi : IntegrableOn (fun s => shellDensity (expOrbital a) s / s) (Ioi 0) := by
    simp only [hm]; exact Integrable.const_mul (expMoment 1 h2).1 _
  -- potential of the outer shells
  have hP : ∀ r ∈ Ioi (0 : ℝ), ∫ s in Ioi r, shellDensity (expOrbital a) s / s
      = a * (1 + 2 * a * r) * exp (-(2 * a * r)) := by
    intro r hr
    have hlim : Tendsto (fun s => -(a * (1 + 2 * a * s) * exp (-(2 * a * s)))) atTop (𝓝 0) := by
      have h0 : Tendsto (fun s : ℝ => 2 * a * s) atTop atTop := tendsto_id.const_mul_atTop h2
      have h1 := ((tendsto_exp_neg_atTop_nhds_zero.add
        (tendsto_pow_mul_exp_neg_atTop_nhds_zero 1)).comp h0).const_mul (-a)
      simp only [add_zero, mul_zero] at h1
      refine h1.congr fun s => ?_
      simp only [Function.comp_apply]; ring
    have hder : ∀ s ∈ Ici r, HasDerivAt (fun s => -(a * (1 + 2 * a * s) * exp (-(2 * a * s))))
        (shellDensity (expOrbital a) s / s) s := by
      intro s _
      rw [hm]
      have h := (hasDerivAt_id' s).const_mul (2 * a)
      exact (((h.const_add 1).const_mul a).fun_mul h.fun_neg.exp).fun_neg.congr_deriv (by ring)
    exact (integral_Ioi_of_hasDerivAt_of_tendsto' hder
      (hmi.mono_set (Ioi_subset_Ioi (le_of_lt hr))) hlim).trans (by simp)
  refine ⟨hN, ?_, ?_⟩
  · simp only [kinetic, hk]
    rw [integral_const_mul, hN]; ring
  · have hI : (∫ r in Ioi (0 : ℝ), shellDensity (expOrbital a) r *
        ∫ s in Ioi r, shellDensity (expOrbital a) s / s) = ∫ r in Ioi (0 : ℝ),
        (4 * a ^ 4 * (r ^ 2 * exp (-(4 * a * r))) + 8 * a ^ 5 * (r ^ 3 * exp (-(4 * a * r)))) := by
      refine setIntegral_congr_fun measurableSet_Ioi fun r hr => ?_
      beta_reduce
      rw [hP r hr, hn, e2 (2 * a * r) (4 * a * r) (by ring)]; ring
    rw [coulomb_eq hni hmi, hI, integral_add (Integrable.const_mul (expMoment 2 h4).1 (4 * a ^ 4))
      (Integrable.const_mul (expMoment 3 h4).1 (8 * a ^ 5)), integral_const_mul,
      integral_const_mul, (expMoment 2 h4).2, (expMoment 3 h4).2, f2, f3]
    field_simp
    ring
```

## Gaussian orbital

Here n = (4x³/√π) r² exp(−x²r²). With Γ(3/2) = √π/2 (`g2`), N = (4x³/√π)·√π/(4x³) = 1. Since φₓ′ = −x²rφₓ, the kinetic integrand is x⁴r²n, and Γ(5/2) = 3√π/4 (`g4`) gives

T = ½ · x⁴ (4x³/√π) · 3√π/(8x⁵) = 3x²/4

An antiderivative of n(s)/s is −(2x/√π) exp(−x²s²), so P(r) = (2x/√π) exp(−x²r²). The product nP is a k = 2 moment with t = √2 x:

W = 2 · (8x⁴/π) · √π/(8√2 x³) = 2x/√(2π)

```lean
/-- The Gaussian orbital is normalised, with kinetic energy `3x²/4` and Coulomb integral
`2x/√(2π)`. -/
theorem gauss_values {x : ℝ} (hx : 0 < x) : normSq (gaussOrbital x) = 1 ∧
    kinetic (gaussOrbital x) = 3 * x ^ 2 / 4 ∧
    coulomb (shellDensity (gaussOrbital x)) = 2 * x / √(2 * π) := by
  have hpi := pi_pos.ne'
  have hs : √π ≠ 0 := (Real.sqrt_pos.mpr pi_pos).ne'
  have h2 : √2 ^ 2 = 2 := Real.sq_sqrt (by norm_num)
  have ht : 0 < √2 * x := by positivity
  have e2 : ∀ x y : ℝ, y = 2 * x → exp (-y) = exp (-x) ^ 2 := fun x y h => by
    rw [h, sq, ← exp_add]; congr 1; ring
  have g1 := Gamma_add_one (show (1 / 2 : ℝ) ≠ 0 by norm_num)
  have g2 : Gamma ((((2 : ℕ) : ℝ) + 1) / 2) = √π / 2 := by
    rw [show (((2 : ℕ) : ℝ) + 1) / 2 = 1 / 2 + 1 by norm_num, g1, Gamma_one_half_eq]; ring
  have g4 : Gamma ((((4 : ℕ) : ℝ) + 1) / 2) = 3 * √π / 4 := by
    rw [show (((4 : ℕ) : ℝ) + 1) / 2 = 1 / 2 + 1 + 1 by norm_num,
      Gamma_add_one (show (1 / 2 + 1 : ℝ) ≠ 0 by norm_num), g1, Gamma_one_half_eq]; ring
  have hp : ∀ r : ℝ, HasDerivAt (fun s : ℝ => x ^ 2 * s ^ 2) (x ^ 2 * (2 * r)) r := fun r =>
    (show HasDerivAt (fun s : ℝ => s ^ 2) (2 * r) r by
      simpa using hasDerivAt_pow 2 r).const_mul _
  have hn : ∀ r, shellDensity (gaussOrbital x) r
      = 4 * x ^ 3 / √π * (r ^ 2 * exp (-(x ^ 2 * r ^ 2))) := by
    intro r
    simp only [shellDensity, gaussOrbital]
    rw [mul_pow, Real.sq_sqrt (show 0 ≤ x ^ 3 / (π * √π) by positivity),
      e2 (x ^ 2 * r ^ 2 / 2) (x ^ 2 * r ^ 2) (by ring)]
    field_simp
  have hm : ∀ s, shellDensity (gaussOrbital x) s / s
      = 4 * x ^ 3 / √π * (s ^ 1 * exp (-(x ^ 2 * s ^ 2))) := by
    intro s
    rw [hn]
    rcases eq_or_ne s 0 with rfl | hs0
    · simp
    · field_simp
  have hk : ∀ r, 4 * π * r ^ 2 * deriv (gaussOrbital x) r ^ 2
      = x ^ 4 * (4 * x ^ 3 / √π) * (r ^ 4 * exp (-(x ^ 2 * r ^ 2))) := by
    intro r
    have h : HasDerivAt (gaussOrbital x) _ r :=
      ((hp r).div_const 2).fun_neg.exp.const_mul (√(x ^ 3 / (π * √π)))
    have h' := hn r
    simp only [shellDensity, gaussOrbital] at h'
    rw [h.deriv]
    linear_combination (x ^ 4 * r ^ 2) * h'
  have hni : IntegrableOn (shellDensity (gaussOrbital x)) (Ioi 0) :=
    (Integrable.const_mul (gaussMoment 2 hx).1 (4 * x ^ 3 / √π)).congr
      (ae_of_all _ fun r => (hn r).symm)
  have hmi : IntegrableOn (fun s => shellDensity (gaussOrbital x) s / s) (Ioi 0) := by
    simp only [hm]; exact Integrable.const_mul (gaussMoment 1 hx).1 _
  -- potential of the outer shells
  have hP : ∀ r ∈ Ioi (0 : ℝ), ∫ s in Ioi r, shellDensity (gaussOrbital x) s / s
      = 2 * x / √π * exp (-(x ^ 2 * r ^ 2)) := by
    intro r hr
    have hlim : Tendsto (fun s : ℝ => -(2 * x / √π * exp (-(x ^ 2 * s ^ 2)))) atTop (𝓝 0) := by
      have h0 : Tendsto (fun s : ℝ => x ^ 2 * s ^ 2) atTop atTop :=
        (tendsto_pow_atTop two_ne_zero).const_mul_atTop (by positivity)
      have h1 := ((tendsto_exp_neg_atTop_nhds_zero.comp h0).const_mul (2 * x / √π)).neg
      rw [mul_zero, neg_zero] at h1
      exact h1
    have hder : ∀ s ∈ Ici r, HasDerivAt (fun s : ℝ => -(2 * x / √π * exp (-(x ^ 2 * s ^ 2))))
        (shellDensity (gaussOrbital x) s / s) s := by
      intro s _
      rw [hm]
      exact ((hp s).fun_neg.exp.const_mul (2 * x / √π)).fun_neg.congr_deriv (by ring)
    exact (integral_Ioi_of_hasDerivAt_of_tendsto' hder
      (hmi.mono_set (Ioi_subset_Ioi (le_of_lt hr))) hlim).trans (by simp)
  refine ⟨?_, ?_, ?_⟩
  · simp only [normSq, hn]
    rw [integral_const_mul, (gaussMoment 2 hx).2, g2]
    field_simp
    ring
  · simp only [kinetic, hk]
    rw [integral_const_mul, (gaussMoment 4 hx).2, g4]
    field_simp
    ring
  · have hI : (∫ r in Ioi (0 : ℝ), shellDensity (gaussOrbital x) r *
        ∫ s in Ioi r, shellDensity (gaussOrbital x) s / s) = ∫ r in Ioi (0 : ℝ),
        4 * x ^ 3 / √π * (2 * x / √π) * (r ^ 2 * exp (-((√2 * x) ^ 2 * r ^ 2))) := by
      refine setIntegral_congr_fun measurableSet_Ioi fun r hr => ?_
      beta_reduce
      rw [hP r hr, hn, e2 (x ^ 2 * r ^ 2) ((√2 * x) ^ 2 * r ^ 2) (by rw [mul_pow, h2]; ring)]
      ring
    rw [coulomb_eq hni hmi, hI, integral_const_mul, (gaussMoment 2 ht).2, g2, mul_pow,
      show √2 ^ (2 + 1) = 2 * √2 by rw [pow_succ, h2], Real.sqrt_mul (show (0 : ℝ) ≤ 2 by norm_num)]
    field_simp
    ring
```

## Minimising over the scale

For A, B > 0 and a scale x > 0,

Ax² − Bx = (2Ax − B)²/(4A) − B²/(4A)

The bound −B²/(4A) is reached at x = B/(2A) > 0. `IsLeast (f '' Ioi 0)` says that the value is taken at some positive argument and that no positive argument gives less; the proof supplies B/(2A) and hands the square to `nlinarith`.

```lean
/-- For `A, B > 0`, a function equal to `A x² - B x` on `x > 0` has minimum `-B²/(4A)` there. -/
theorem isLeast_quadratic {f : ℝ → ℝ} {A B : ℝ} (hA : 0 < A) (hB : 0 < B)
    (hf : ∀ x, 0 < x → f x = A * x ^ 2 - B * x) : IsLeast (f '' Ioi 0) (-B ^ 2 / (4 * A)) := by
  have h0 : 0 < B / (2 * A) := by positivity
  refine ⟨⟨_, h0, by rw [hf _ h0]; field_simp; ring⟩, ?_⟩
  rintro _ ⟨x, hx, rfl⟩
  rw [hf x hx, div_le_iff₀ (show 0 < 4 * A by positivity)]
  nlinarith [sq_nonneg (2 * A * x - B)]
```

For ψₐ, A = 1/2 and B = 5/(16κ):

E = a²/2 − 5a/(16κ),  min over a > 0 = −25/(512κ²)

```lean
/-- Exponential orbitals have Pekar energy `a²/2 - 5a/(16κ)`, with minimum `-25/(512κ²)`. -/
theorem pekar_exp {κ : ℝ} (hκ : 0 < κ) :
    (∀ a, 0 < a → pekar κ (expOrbital a) = a ^ 2 / 2 - 5 * a / (16 * κ)) ∧
    IsLeast ((fun a => pekar κ (expOrbital a)) '' Ioi 0) (-25 / (512 * κ ^ 2)) := by
  have h : ∀ a, 0 < a → pekar κ (expOrbital a) = a ^ 2 / 2 - 5 * a / (16 * κ) := fun a ha => by
    rw [pekar, (exp_values ha).2.1, (exp_values ha).2.2]; ring
  refine ⟨h, ?_⟩
  rw [show -25 / (512 * κ ^ 2) = -(5 / (16 * κ)) ^ 2 / (4 * (1 / 2)) by ring]
  exact isLeast_quadratic (by norm_num) (by positivity) fun a ha => (h a ha).trans (by ring)
```

For φₓ, A = 3/4 and B = 1/(κ√(2π)):

E = 3x²/4 − x/(κ√(2π)),  min over x > 0 = −1/(6πκ²)

```lean
/-- Gaussian orbitals have Pekar energy `3x²/4 - x/(κ√(2π))`, with minimum `-1/(6πκ²)`. -/
theorem pekar_gauss {κ : ℝ} (hκ : 0 < κ) :
    (∀ x, 0 < x → pekar κ (gaussOrbital x) = 3 * x ^ 2 / 4 - x / (κ * √(2 * π))) ∧
    IsLeast ((fun x => pekar κ (gaussOrbital x)) '' Ioi 0) (-1 / (6 * π * κ ^ 2)) := by
  have h : ∀ x, 0 < x → pekar κ (gaussOrbital x) = 3 * x ^ 2 / 4 - x / (κ * √(2 * π)) :=
    fun x hx => by rw [pekar, (gauss_values hx).2.1, (gauss_values hx).2.2]; ring
  refine ⟨h, ?_⟩
  rw [show -1 / (6 * π * κ ^ 2) = -(1 / (κ * √(2 * π))) ^ 2 / (4 * (3 / 4)) by
    rw [div_pow, mul_pow, Real.sq_sqrt (show 0 ≤ 2 * π by positivity)]; ring]
  exact isLeast_quadratic (by norm_num) (by positivity) fun x hx => (h x hx).trans (by ring)
```

## Comparison and coupling constant

Clearing denominators, −1/(6πκ²) < −25/(512κ²) is 150π < 512, which follows from π < 3.15 (`pi_lt_d2`). Let ω > 0 be the optical phonon frequency and α the electron–phonon coupling. The hypothesis `hα` assumes

α² = 1/(2κ²ω)

and then 1/(6πκ²) = α²ω/(3π). The theorem states, for κ, ω > 0, that −α²ω/(3π) is the least Gaussian energy, that it lies strictly below −25/(512κ²), and that it lies strictly below the energy of every ψₐ. For ω = 1 the value is −α²/(3π).

Both minima run over a one-parameter family. The minimum of E over all normalised ψ, and the link between E and an electron–phonon Hamiltonian, are not treated here.

As κ → ∞ both minima tend to 0 like 1/κ², with fixed ratio 512/(150π), and the optimal a = 5/(16κ) tends to 0, so the orbital spreads; this limit is read off the formulas and is not a theorem below. At this a the mean radius ∫ r n(r) dr is 3/(2a) = 24κ/5, in units of ħ²/(me²) with m the band mass. It estimates the radius of an isolated large polaron, to be set against half the width of a supercell, within an isotropic continuum model with one parabolic band, a static (adiabatic) polarisation, one trial parameter and no periodic images. The static treatment is the strong-coupling picture; at fixed ω the limit κ → ∞ sends α to 0, where this picture does not describe the polaron.

```lean
/-- With coupling `α² = 1/(2κ²ω)` the Gaussian minimum is `-α² ω/(3π)`; it lies strictly below
`-25/(512κ²)` and below the energy of every exponential orbital. -/
theorem gauss_below_exp {κ ω α : ℝ} (hκ : 0 < κ) (hω : 0 < ω)
    (hα : α ^ 2 = 1 / (2 * κ ^ 2 * ω)) :
    IsLeast ((fun x => pekar κ (gaussOrbital x)) '' Ioi 0) (-(α ^ 2 / (3 * π)) * ω) ∧
    -(α ^ 2 / (3 * π)) * ω < -25 / (512 * κ ^ 2) ∧
    ∀ a, 0 < a → -(α ^ 2 / (3 * π)) * ω < pekar κ (expOrbital a) := by
  have hpi := pi_pos.ne'
  have hk : 0 < κ ^ 2 := by positivity
  have e : -(α ^ 2 / (3 * π)) * ω = -1 / (6 * π * κ ^ 2) := by
    rw [hα]; field_simp; ring
  have hlt : -1 / (6 * π * κ ^ 2) < -25 / (512 * κ ^ 2) := by
    rw [div_lt_div_iff₀ (show 0 < 6 * π * κ ^ 2 by positivity)
      (show 0 < 512 * κ ^ 2 by positivity)]
    nlinarith [mul_pos (sub_pos.mpr pi_lt_d2) hk]
  rw [e]
  exact ⟨(pekar_gauss hκ).2, hlt, fun a ha => hlt.trans_le ((pekar_exp hκ).2.2 ⟨a, ha, rfl⟩)⟩

end

end PekarPolaron
```

```lean
#print axioms PekarPolaron.pekar_gauss
-- 'PekarPolaron.pekar_gauss' depends on axioms: [propext, Classical.choice, Quot.sound]
#print axioms PekarPolaron.gauss_below_exp
-- 'PekarPolaron.gauss_below_exp' depends on axioms: [propext, Classical.choice, Quot.sound]
```
